# A finite real symmetric Hessian with positive determinant and positive curvature orthogonal to one vector is positive definite

The theorem concerns a finite real symmetric matrix `A`, which can be read as the Hessian of an energy in finitely many real coordinates. If `A` has positive determinant, and xᵀAx > 0 for every nonzero x orthogonal to some fixed vector `v`, then `A` is positive definite; `v` need not be normalised and may even be zero. The proof supposes that some eigenvalue is not positive, so that the sign of the determinant forces a second eigenvalue, belonging to another vector of an orthonormal eigenbasis, to be negative. Some nonzero combination of these two eigenvectors is orthogonal to `v`, yet the quadratic form is not positive on it, which contradicts the hypothesis.

An attempt in Lean 4 with a fault in it:

```lean
import Mathlib

open Matrix

namespace PosDefOfDetPos

variable {ι : Type*} [Fintype ι] [DecidableEq ι]

/-- The `j`-th vector of an orthonormal eigenbasis of a real symmetric matrix. -/
noncomputable def mode {A : Matrix ι ι ℝ} (hA : A.IsHermitian) (j : ι) : ι → ℝ :=
  (hA.eigenvectorBasis j).ofLp

/-- A symmetric matrix with positive determinant whose quadratic form is positive on all nonzero
vectors orthogonal to some `v` is positive definite. -/
theorem posDef_of_det_pos {A : Matrix ι ι ℝ} (hA : A.IsHermitian) (v : ι → ℝ)
    (hv : ∀ x, x ≠ 0 → v ⬝ᵥ x = 0 → 0 < x ⬝ᵥ A *ᵥ x) (hdet : 0 < A.det) : A.PosDef := by
  have hb : ∀ i j, mode hA i ⬝ᵥ mode hA j = if i = j then 1 else 0 := fun i j => by
    have h := orthonormal_iff_ite.mp hA.eigenvectorBasis.orthonormal i j
    rw [EuclideanSpace.inner_eq_star_dotProduct, star_trivial, dotProduct_comm] at h
    exact h
  have he : ∀ j, A *ᵥ mode hA j = hA.eigenvalues j • mode hA j :=
    fun j => hA.mulVec_eigenvectorBasis j
  rw [hA.posDef_iff_eigenvalues_pos]
  intro i
  by_contra hi
  have hi' := not_lt.1 hi
  have hd : A.det = ∏ j, hA.eigenvalues j := hA.det_eq_prod_eigenvalues
  rw [hd, ← Finset.mul_prod_erase Finset.univ _ (Finset.mem_univ i)] at hdet
  -- the sign of the determinant forces a second mode of negative curvature
  have hex : ∃ j, j ≠ i ∧ hA.eigenvalues j < 0 := by
    by_contra hcon
    have hp : 0 ≤ ∏ j ∈ Finset.univ.erase i, hA.eigenvalues j :=
      Finset.prod_nonneg fun j hj =>
        not_lt.1 fun h => hcon ⟨j, Finset.ne_of_mem_erase hj, h⟩
    nlinarith [mul_nonneg (neg_nonneg.2 hi') hp]
  obtain ⟨j, hji, hj⟩ := hex
  -- some combination of the two modes is orthogonal to v
  have hpq : ∃ p q : ℝ, 0 < p ^ 2 + q ^ 2 ∧
      p * (v ⬝ᵥ mode hA i) + q * (v ⬝ᵥ mode hA j) = 0 := by
    by_cases h : v ⬝ᵥ mode hA i = 0
    · exact ⟨1, 0, by norm_num, by rw [h]; ring⟩
    · exact ⟨v ⬝ᵥ mode hA j, -(v ⬝ᵥ mode hA i), by positivity, by ring⟩
  obtain ⟨p, q, hpos, horth⟩ := hpq
  have hii : mode hA i ⬝ᵥ mode hA i = 1 := by rw [hb, if_pos rfl]
  have hjj : mode hA j ⬝ᵥ mode hA j = 1 := by rw [hb, if_pos rfl]
  have hij : mode hA i ⬝ᵥ mode hA j = 0 := by rw [hb, if_neg hji.symm]
  have hji' : mode hA j ⬝ᵥ mode hA i = 0 := by rw [hb, if_neg hji]
  have hw : p • mode hA i + q • mode hA j ≠ 0 := by
    intro h
    have h2 := dotProduct_self_eq_zero.2 h
    simp only [add_dotProduct, dotProduct_add, smul_dotProduct, dotProduct_smul,
      smul_eq_mul, hii, hjj, hij, hji'] at h2
    nlinarith
  have hc := hv _ hw (by
    simp only [dotProduct_add, dotProduct_smul, smul_eq_mul]
    exact horth)
  rw [Matrix.mulVec_add, Matrix.mulVec_smul, Matrix.mulVec_smul, he, he] at hc
  simp only [add_dotProduct, dotProduct_add, smul_dotProduct, dotProduct_smul,
    smul_eq_mul, hii, hjj, hij, hji'] at hc
  nlinarith [mul_nonneg (sq_nonneg p) (neg_nonneg.2 hi'),
    mul_nonneg (sq_nonneg q) (neg_nonneg.2 hj.le)]

end PosDefOfDetPos
```

Messages:

```
Main.lean:42:51: error: failed to prove strict positivity, but it would be possible to prove nonnegativity if desired
```

What went wrong. The error comes from the `positivity` call that must show the two coefficients of the combination are not both zero. Its goal is `0 < (v ⬝ᵥ mode hA j) ^ 2 + (-(v ⬝ᵥ mode hA i)) ^ 2`. The message says that `positivity` could show this sum to be nonnegative, but not strictly positive.

The goal is true, because in this branch `h` says that `v ⬝ᵥ mode hA i` is not zero. For an even power, `positivity` gets strict positivity only if it can see that the base is nonzero. Here the base is the negated product, while `h` speaks of the product without the minus sign, and `positivity` does not carry the fact across the negation. Both squares therefore count only as nonnegative.

The repair first runs `rw [neg_sq]`, which turns the second square into `(v ⬝ᵥ mode hA i) ^ 2`. Its base now matches `h`, so `positivity` finds that square strictly positive, and adding the other, nonnegative square keeps the sum positive.

The repair, with which the file compiles:

```diff
@@ -40,5 +40,5 @@
     by_cases h : v ⬝ᵥ mode hA i = 0
     · exact ⟨1, 0, by norm_num, by rw [h]; ring⟩
-    · exact ⟨v ⬝ᵥ mode hA j, -(v ⬝ᵥ mode hA i), by positivity, by ring⟩
+    · exact ⟨v ⬝ᵥ mode hA j, -(v ⬝ᵥ mode hA i), by rw [neg_sq]; positivity, by ring⟩
   obtain ⟨p, q, hpos, horth⟩ := hpq
   have hii : mode hA i ⬝ᵥ mode hA i = 1 := by rw [hb, if_pos rfl]
```
